# A polynomial dispersion with n-fold symmetry and degree below n is isotropic in the plane

If I fit a band around Γ in a crystal with a sixfold axis and let every coefficient float, the fit can return different masses along \(k_x\) and \(k_y\), or a fourth-order term that distorts the energy contours. I then can't tell whether the anisotropy is physics or noise. The crystal is only symmetric under 60° turns, so why should the contours be circles at second and fourth order? And at what order may hexagonal warping begin?

## Averaging over the rotated wavevectors

For a single band described by a polynomial, the symmetry forbids both terms, and hexagonal warping can begin at order six. In general, let \(f(k_x,k_y)\) be a real polynomial of total degree less than \(n\), unchanged by rotation through \(2\pi/n\). Then \(f=g(k_x^2+k_y^2)\) for some real one-variable polynomial \(g\).

Write \(z=k_x+ik_y\) and \(\omega=e^{2\pi i/n}\), so that the rotation is \(z\mapsto\omega z\). Since
\[
k_x=\frac{z+\bar z}{2},\qquad k_y=\frac{z-\bar z}{2i},
\]
each monomial \(k_x^a k_y^b\) in \(f\) is a combination of terms \(z^p\bar z^q\) with \(p+q=a+b<n\). Sum such a term over the \(n\) rotated wavevectors:
\[
\sum_{j=0}^{n-1}(\omega^j z)^p\,\overline{(\omega^j z)}^{\,q}
= z^p\bar z^q\sum_{j=0}^{n-1}\omega^{j(p-q)} .
\]
If \(p=q\), this is \(n|z|^{2p}\). If \(p\ne q\), then \(0<|p-q|\le p+q<n\), so \(\omega^{p-q}\ne1\) and the geometric sum is
\[
\frac{1-\omega^{n(p-q)}}{1-\omega^{p-q}}=0 .
\]
Only powers of \(|z|^2=k_x^2+k_y^2\) survive. The sum of \(f\) over the rotated wavevectors is therefore \(G(|z|^2)\) for a polynomial \(G\). Its coefficients can be taken real, because the sum and \(|z|^2\) are real.

By symmetry all \(n\) terms of that sum equal \(f(k_x,k_y)\). Hence \(nf=G(k_x^2+k_y^2)\), and \(g=G/n\). Every rotation preserves \(k_x^2+k_y^2\), so \(f\) is invariant under all of them.

At order \(n\) anisotropy is allowed. The polynomial \(\operatorname{Re}z^n\) is invariant because \(\omega^n=1\), yet on the unit circle it equals \(1\) at angle \(0\) and \(-1\) at angle \(\pi/n\). A function of \(|z|^2\) would take the same value at both.

## What this does to a sixfold band fit

A general fourth-order polynomial in \(k_x,k_y\) has 15 coefficients. Sixfold symmetry leaves three:
\[
E(\mathbf k)=E_0+\alpha k^2+\beta k^4,\qquad k^2=k_x^2+k_y^2 .
\]
When \(\alpha\neq0\), it defines one in-plane effective mass \(m^*\) through \(\alpha=\hbar^2/2m^*\). In a single-band envelope equation, the second-order term becomes \(-\alpha(\partial_x^2+\partial_y^2)\), with no preferred in-plane axis. A warping term allowed at sixth order is
\[
\operatorname{Re}(k_x+ik_y)^6=k_x^6-15k_x^4k_y^2+15k_x^2k_y^4-k_y^6 .
\]

Both hypotheses matter already for \(n=3\). Without the symmetry, \(k_x^2\) has degree below three and is anisotropic. If degree three is admitted, \(k_x^3-3k_xk_y^2\) has the threefold symmetry and is anisotropic.

## The dispersion and its symmetry in Lean

The dispersion is an `MvPolynomial (Fin 2) ℝ`, with variables 0 and 1 standing for \(k_x\) and \(k_y\). `IsInvariant θ f` says that `f` has equal values at `k` and `rotate θ k` for every real wavevector, and `radial g` is the polynomial \(g(k_x^2+k_y^2)\).

`emergent_isotropy` assumes `f.totalDegree < n` and invariance under `2 * Real.pi / n`, and concludes `f = radial g` for some `g`, as an identity of polynomials. The degree condition already excludes \(n=0\). `invariant_all_angles` adds invariance under every angle. `anisotropy_at_order_n` states, for every \(n\ne0\), that \(\operatorname{Re}z^n\) has total degree exactly \(n\), has the symmetry and is not radial. The name `harmonic n` denotes a pair, the real and imaginary parts of \(z^n\).

The step left to the physicist is the passage from a real band to a polynomial. For a band smooth near a wavevector fixed by the rotation, the Taylor polynomial measured from that point inherits the symmetry. At a degeneracy smoothness can fail: \(\sqrt{k^4+k_x^2k_y^2}\) is fourfold symmetric and scales as \(k^2\), yet is anisotropic.

```lean
import Mathlib

open Finset ComplexConjugate
open scoped Polynomial

namespace EmergentIsotropy

noncomputable section

/-- The in-plane wavevector `(kx, ky)` encoded by the complex number `kx + i ky`. -/
def kvec (z : ℂ) : Fin 2 → ℝ := ![z.re, z.im]

/-- Rotation of an in-plane wavevector by the angle `θ`. -/
def rotate (θ : ℝ) (k : Fin 2 → ℝ) : Fin 2 → ℝ :=
  ![Real.cos θ * k 0 - Real.sin θ * k 1, Real.sin θ * k 0 + Real.cos θ * k 1]

/-- The polynomial dispersion `f` takes the same value at `k` and at `k` rotated by `θ`,
for every wavevector `k`. -/
def IsInvariant (θ : ℝ) (f : MvPolynomial (Fin 2) ℝ) : Prop :=
  ∀ k, MvPolynomial.eval (rotate θ k) f = MvPolynomial.eval k f

/-- The isotropic dispersion `g (kx² + ky²)` as a polynomial in `kx` and `ky`. -/
def radial (g : ℝ[X]) : MvPolynomial (Fin 2) ℝ :=
  Polynomial.aeval (MvPolynomial.X 0 ^ 2 + MvPolynomial.X 1 ^ 2) g

/-- The real and imaginary parts of `(kx + i ky)^n` as real polynomials in `kx` and `ky`. -/
def harmonic : ℕ → MvPolynomial (Fin 2) ℝ × MvPolynomial (Fin 2) ℝ
  | 0 => (1, 0)
  | n + 1 =>
    (MvPolynomial.X 0 * (harmonic n).1 - MvPolynomial.X 1 * (harmonic n).2,
      MvPolynomial.X 0 * (harmonic n).2 + MvPolynomial.X 1 * (harmonic n).1)

/-- Rotating the wavevector by `θ` multiplies `kx + i ky` by the phase `exp (iθ)`. -/
theorem rotate_kvec (θ : ℝ) (z : ℂ) :
    rotate θ (kvec z) = kvec (Complex.exp (θ * Complex.I) * z) := by
  ext i
  fin_cases i
  · simp [rotate, kvec, Complex.mul_re, Complex.exp_ofReal_mul_I_re,
      Complex.exp_ofReal_mul_I_im]
  · simp [rotate, kvec, Complex.mul_im, Complex.exp_ofReal_mul_I_re,
      Complex.exp_ofReal_mul_I_im, add_comm]

/-- For `n ≠ 0` the phase of the rotation by `2π/n` is a primitive `n`-th root of unity. -/
theorem phase_primitive {n : ℕ} (hn : n ≠ 0) :
    IsPrimitiveRoot (Complex.exp (((2 * Real.pi / n : ℝ) : ℂ) * Complex.I)) n := by
  have h := Complex.isPrimitiveRoot_exp n hn
  have e : 2 * (Real.pi : ℂ) * Complex.I / n
      = ((2 * Real.pi / n : ℝ) : ℂ) * Complex.I := by
    push_cast
    ring
  rwa [e] at h

/-- The value of the isotropic dispersion at `k` is `g` evaluated at `kx² + ky²`. -/
theorem eval_radial (g : ℝ[X]) (k : Fin 2 → ℝ) :
    MvPolynomial.eval k (radial g) = g.eval (k 0 ^ 2 + k 1 ^ 2) := by
  unfold radial
  induction g using Polynomial.induction_on' with
  | add p q hp hq => simp only [map_add, Polynomial.eval_add, hp, hq]
  | monomial m a => simp [Polynomial.aeval_monomial, MvPolynomial.algebraMap_eq]

/-- Summed over the `n` rotated copies of `z = kx + i ky`, the term `z^p z̄^q` with
`p + q < n` gives `n |z|^(2p)` if `p = q` and zero otherwise. -/
theorem angular_sum {n : ℕ} {w : ℂ} (hw : IsPrimitiveRoot w n) {p q : ℕ}
    (h : p + q < n) (z : ℂ) :
    ∑ j ∈ range n, (w ^ j * z) ^ p * conj (w ^ j * z) ^ q
      = if p = q then (n : ℂ) * (Complex.normSq z : ℂ) ^ p else 0 := by
  have hn : n ≠ 0 := by omega
  have hnorm : ‖w‖ = 1 := (pow_eq_one_iff_of_nonneg (norm_nonneg w) hn).1
    (by rw [← norm_pow, hw.pow_eq_one, norm_one])
  have hu : w * conj w = 1 := by
    rw [Complex.mul_conj, Complex.normSq_eq_norm_sq, hnorm]
    simp
  split_ifs with hpq
  · subst hpq
    have hj : ∀ j ∈ range n, (w ^ j * z) ^ p * conj (w ^ j * z) ^ p
        = (Complex.normSq z : ℂ) ^ p := by
      intro j _
      rw [← mul_pow, Complex.mul_conj, Complex.normSq_mul, map_pow,
        Complex.normSq_eq_norm_sq w, hnorm]
      simp
    rw [sum_congr rfl hj]
    simp
  · -- the phases form a geometric series with ratio different from one
    have key : ∑ j ∈ range n, (w ^ j * z) ^ p * conj (w ^ j * z) ^ q
        = (∑ j ∈ range n, (w ^ p * conj w ^ q) ^ j) * (z ^ p * conj z ^ q) := by
      rw [sum_mul]
      refine sum_congr rfl fun j _ => ?_
      simp only [map_mul, map_pow]
      ring
    have hne : w ^ p * conj w ^ q ≠ 1 := by
      intro h1
      apply hpq
      refine hw.pow_inj (by omega) (by omega) ?_
      calc w ^ p = w ^ p * (w * conj w) ^ q := by rw [hu, one_pow, mul_one]
        _ = (w ^ p * conj w ^ q) * w ^ q := by ring
        _ = w ^ q := by rw [h1, one_mul]
    have hpow : (w ^ p * conj w ^ q) ^ n = 1 := by
      calc (w ^ p * conj w ^ q) ^ n = (w ^ n) ^ p * conj (w ^ n) ^ q := by
            rw [map_pow]
            ring
        _ = 1 := by
            rw [hw.pow_eq_one]
            simp
    have hg := mul_neg_geom_sum (w ^ p * conj w ^ q) n
    rw [hpow, sub_self] at hg
    rw [key, (mul_eq_zero.1 hg).resolve_left (sub_ne_zero.2 hne.symm), zero_mul]

/-- Summed over the `n` rotated copies of `z = kx + i ky`, a product `kx^a ky^b z^p z̄^q`
of total order below `n` becomes a polynomial in `|z|²`. -/
theorem monomial_sum {n : ℕ} {w : ℂ} (hw : IsPrimitiveRoot w n) (a b : ℕ) :
    ∀ p q : ℕ, a + b + p + q < n → ∃ P : ℂ[X], ∀ z : ℂ,
      ∑ j ∈ range n, ((w ^ j * z).re : ℂ) ^ a * ((w ^ j * z).im : ℂ) ^ b
        * (w ^ j * z) ^ p * conj (w ^ j * z) ^ q = P.eval (Complex.normSq z : ℂ) := by
  induction a with
  | zero =>
    induction b with
    | zero =>
      intro p q h
      refine ⟨if p = q then Polynomial.C (n : ℂ) * Polynomial.X ^ p else 0, fun z => ?_⟩
      simp only [pow_zero, one_mul]
      rw [angular_sum hw (by omega) z]
      split_ifs <;> simp
    | succ b ih =>
      -- replace one factor ky by (z - z̄) / 2i
      intro p q h
      obtain ⟨P, hP⟩ := ih (p + 1) q (by omega)
      obtain ⟨Q, hQ⟩ := ih p (q + 1) (by omega)
      refine ⟨Polynomial.C (-Complex.I / 2) * (P - Q), fun z => ?_⟩
      rw [Polynomial.eval_mul, Polynomial.eval_C, Polynomial.eval_sub, ← hP, ← hQ,
        ← sum_sub_distrib, mul_sum]
      refine sum_congr rfl fun j _ => ?_
      generalize w ^ j * z = u
      have him : (u.im : ℂ) = -Complex.I / 2 * (u - conj u) := by
        rw [Complex.sub_conj]
        push_cast
        linear_combination (u.im : ℂ) * Complex.I_sq
      linear_combination ((u.re : ℂ) ^ 0 * (u.im : ℂ) ^ b * u ^ p * conj u ^ q) * him
  | succ a ih =>
    -- replace one factor kx by (z + z̄) / 2
    intro p q h
    obtain ⟨P, hP⟩ := ih (p + 1) q (by omega)
    obtain ⟨Q, hQ⟩ := ih p (q + 1) (by omega)
    refine ⟨Polynomial.C (1 / 2) * (P + Q), fun z => ?_⟩
    rw [Polynomial.eval_mul, Polynomial.eval_C, Polynomial.eval_add, ← hP, ← hQ,
      ← sum_add_distrib, mul_sum]
    refine sum_congr rfl fun j _ => ?_
    generalize w ^ j * z = u
    have hre : (u.re : ℂ) = 1 / 2 * (u + conj u) := by
      rw [Complex.add_conj]
      push_cast
      ring
    linear_combination ((u.re : ℂ) ^ a * (u.im : ℂ) ^ b * u ^ p * conj u ^ q) * hre

/-- The sum of any polynomial dispersion of degree below `n` over the `n` rotated copies of
a wavevector is a polynomial in `kx² + ky²`. -/
theorem rotational_sum_isotropic {n : ℕ} {w : ℂ} (hw : IsPrimitiveRoot w n)
    (f : MvPolynomial (Fin 2) ℝ) (hf : f.totalDegree < n) :
    ∃ g : ℝ[X], ∀ z : ℂ, ∑ j ∈ range n, MvPolynomial.eval (kvec (w ^ j * z)) f
      = g.eval (Complex.normSq z) := by
  have h : ∀ d ∈ f.support, ∃ g : ℝ[X], ∀ z : ℂ,
      ∑ j ∈ range n, (w ^ j * z).re ^ (d 0) * (w ^ j * z).im ^ (d 1)
        = g.eval (Complex.normSq z) := by
    intro d hd
    have hdeg : d 0 + d 1 ≤ f.totalDegree := by
      simpa [Finsupp.sum_fintype, Fin.sum_univ_two] using MvPolynomial.le_totalDegree hd
    obtain ⟨P, hP⟩ := monomial_sum hw (d 0) (d 1) 0 0 (by omega)
    -- keep the real parts of the coefficients
    refine ⟨∑ i ∈ range (P.natDegree + 1),
      Polynomial.C (P.coeff i).re * Polynomial.X ^ i, fun z => ?_⟩
    have e := congrArg Complex.re (hP z)
    rw [Polynomial.eval_eq_sum_range] at e
    simp only [pow_zero, mul_one, Complex.re_sum, ← Complex.ofReal_pow,
      ← Complex.ofReal_mul, Complex.ofReal_re, Complex.re_mul_ofReal] at e
    simpa only [Polynomial.eval_finsetSum, Polynomial.eval_mul, Polynomial.eval_C,
      Polynomial.eval_pow, Polynomial.eval_X] using e
  choose! G hG using h
  refine ⟨∑ d ∈ f.support, Polynomial.C (f.coeff d) * G d, fun z => ?_⟩
  simp only [MvPolynomial.eval_eq', Fin.prod_univ_two, Polynomial.eval_finsetSum,
    Polynomial.eval_mul, Polynomial.eval_C]
  rw [sum_comm]
  refine sum_congr rfl fun d hd => ?_
  rw [← hG d hd z, mul_sum]
  rfl

/-- Emergent isotropy: a real polynomial dispersion of total degree less than `n` that is
invariant under rotation by `2π/n` is a polynomial in `kx² + ky²`. -/
theorem emergent_isotropy {n : ℕ} (f : MvPolynomial (Fin 2) ℝ) (hf : f.totalDegree < n)
    (hsym : IsInvariant (2 * Real.pi / n) f) : ∃ g : ℝ[X], f = radial g := by
  have hn : n ≠ 0 := by omega
  have hn' : (n : ℝ) ≠ 0 := Nat.cast_ne_zero.2 hn
  obtain ⟨g, hg⟩ := rotational_sum_isotropic (phase_primitive hn) f hf
  -- all rotated copies contribute equally
  have horb : ∀ (j : ℕ) (z : ℂ), MvPolynomial.eval (kvec
      (Complex.exp (((2 * Real.pi / n : ℝ) : ℂ) * Complex.I) ^ j * z)) f
        = MvPolynomial.eval (kvec z) f := by
    intro j z
    induction j with
    | zero => rw [pow_zero, one_mul]
    | succ j ih => rw [pow_succ', mul_assoc, ← rotate_kvec, hsym, ih]
  refine ⟨Polynomial.C (1 / (n : ℝ)) * g, MvPolynomial.funext fun k => ?_⟩
  have hk := hg ⟨k 0, k 1⟩
  rw [sum_congr rfl fun j _ => horb j _, sum_const, card_range, nsmul_eq_mul] at hk
  have hkv : kvec ⟨k 0, k 1⟩ = k := by
    ext i
    fin_cases i <;> rfl
  have hsq : k 0 ^ 2 + k 1 ^ 2 = Complex.normSq ⟨k 0, k 1⟩ := by
    rw [Complex.normSq_mk]
    ring
  rw [eval_radial, Polynomial.eval_mul, Polynomial.eval_C, hsq, ← hk, hkv]
  field_simp

/-- A real polynomial dispersion of total degree less than `n` that is invariant under
rotation by `2π/n` is invariant under rotation by every angle. -/
theorem invariant_all_angles {n : ℕ} (f : MvPolynomial (Fin 2) ℝ)
    (hf : f.totalDegree < n) (hsym : IsInvariant (2 * Real.pi / n) f) (θ : ℝ) :
    IsInvariant θ f := by
  obtain ⟨g, rfl⟩ := emergent_isotropy f hf hsym
  intro k
  rw [eval_radial, eval_radial]
  congr 1
  change (Real.cos θ * k 0 - Real.sin θ * k 1) ^ 2
    + (Real.sin θ * k 0 + Real.cos θ * k 1) ^ 2 = k 0 ^ 2 + k 1 ^ 2
  linear_combination (k 0 ^ 2 + k 1 ^ 2) * Real.sin_sq_add_cos_sq θ

/-- The two polynomials of `harmonic n` take the values `Re z^n` and `Im z^n` at
`z = kx + i ky`, and their total degrees are at most `n`. -/
theorem harmonic_spec (n : ℕ) :
    (∀ z : ℂ, MvPolynomial.eval (kvec z) (harmonic n).1 = (z ^ n).re ∧
      MvPolynomial.eval (kvec z) (harmonic n).2 = (z ^ n).im) ∧
    (harmonic n).1.totalDegree ≤ n ∧ (harmonic n).2.totalDegree ≤ n := by
  induction n with
  | zero => simp [harmonic]
  | succ n ih =>
    obtain ⟨he, h1, h2⟩ := ih
    have hm : ∀ (i : Fin 2) (p : MvPolynomial (Fin 2) ℝ), p.totalDegree ≤ n →
        (MvPolynomial.X i * p).totalDegree ≤ n + 1 := fun i p hp =>
      (MvPolynomial.totalDegree_mul _ _).trans (by rw [MvPolynomial.totalDegree_X]; omega)
    refine ⟨fun z => ?_, ?_, ?_⟩
    · simp only [harmonic, map_sub, map_add, map_mul, MvPolynomial.eval_X, (he z).1,
        (he z).2, pow_succ', Complex.mul_re, Complex.mul_im]
      exact ⟨rfl, rfl⟩
    · exact (MvPolynomial.totalDegree_sub _ _).trans (max_le (hm _ _ h1) (hm _ _ h2))
    · exact (MvPolynomial.totalDegree_add _ _).trans (max_le (hm _ _ h2) (hm _ _ h1))

/-- Sharpness: for `n ≠ 0` the polynomial `Re (kx + i ky)^n` has total degree `n`, is
invariant under rotation by `2π/n`, and is not a polynomial in `kx² + ky²`. -/
theorem anisotropy_at_order_n {n : ℕ} (hn : n ≠ 0) :
    (harmonic n).1.totalDegree = n ∧ IsInvariant (2 * Real.pi / n) (harmonic n).1 ∧
      ¬ ∃ g : ℝ[X], (harmonic n).1 = radial g := by
  obtain ⟨he, hdeg, -⟩ := harmonic_spec n
  have hinv : IsInvariant (2 * Real.pi / n) (harmonic n).1 := by
    intro k
    have hkv : k = kvec ⟨k 0, k 1⟩ := by
      ext i
      fin_cases i <;> rfl
    rw [hkv, rotate_kvec, (he _).1, (he _).1, mul_pow, (phase_primitive hn).pow_eq_one,
      one_mul]
  have hnot : ¬ ∃ g : ℝ[X], (harmonic n).1 = radial g := by
    rintro ⟨g, hg⟩
    have hval : ∀ z : ℂ, (z ^ n).re = g.eval (Complex.normSq z) := by
      intro z
      rw [← (he z).1, hg, eval_radial, Complex.normSq_apply]
      congr 1
      change z.re ^ 2 + z.im ^ 2 = _
      ring
    -- compare the angles 0 and π/n on the unit circle
    have h0 := hval 1
    have h1 := hval (Complex.exp (((Real.pi / n : ℝ) : ℂ) * Complex.I))
    have hnC : (n : ℂ) ≠ 0 := Nat.cast_ne_zero.2 hn
    have harg : (n : ℂ) * (((Real.pi / n : ℝ) : ℂ) * Complex.I)
        = Real.pi * Complex.I := by
      push_cast
      field_simp
    rw [← Complex.exp_nat_mul, harg, Complex.exp_pi_mul_I, Complex.normSq_eq_norm_sq,
      Complex.norm_exp_ofReal_mul_I, one_pow, Complex.neg_re, Complex.one_re] at h1
    rw [one_pow, Complex.one_re, map_one] at h0
    linarith
  exact ⟨le_antisymm hdeg (not_lt.1 fun h => hnot (emergent_isotropy _ h hinv)), hinv, hnot⟩

end

end EmergentIsotropy
```

```lean
#print axioms EmergentIsotropy.emergent_isotropy
#print axioms EmergentIsotropy.invariant_all_angles
#print axioms EmergentIsotropy.anisotropy_at_order_n
```

```
'EmergentIsotropy.emergent_isotropy' depends on axioms: [propext, Classical.choice, Quot.sound]
'EmergentIsotropy.invariant_all_angles' depends on axioms: [propext, Classical.choice, Quot.sound]
'EmergentIsotropy.anisotropy_at_order_n' depends on axioms: [propext, Classical.choice, Quot.sound]
```

## From the geometric sum to the polynomial identity

`rotate_kvec` turns rotation into multiplication by a phase, and `phase_primitive` shows that the phase for \(2\pi/n\) is a primitive \(n\)-th root of unity, called `w` in the lemmas and \(\omega\) above.

`angular_sum` evaluates the sum of \(z^p\bar z^q\). For \(p\ne q\) the ratio of the series is `w ^ p * conj w ^ q`. Primitivity shows that it differs from one, its \(n\)-th power is one, and `mul_neg_geom_sum` then forces the sum to vanish.

`monomial_sum` replaces the binomial expansion by induction. Each step trades one factor \(k_x\) or \(k_y\) for \(z\) and \(\bar z\), keeping the total order `a + b + p + q` fixed and thus below \(n\). `rotational_sum_isotropic` takes real parts of the coefficients and adds up the monomials of `f`.

In `emergent_isotropy`, the intermediate statement `horb` shows by induction on `j` that all rotated wavevectors give the same value. Dividing by \(n\) gives equality at every wavevector, which `MvPolynomial.funext` converts into equality of polynomials. `invariant_all_angles` then needs only \(\sin^2\theta+\cos^2\theta=1\).

For the order-\(n\) example, `harmonic_spec` proves by recursion that the pair has the right values and degree at most \(n\). The comparison of angles \(0\) and \(\pi/n\) rules out a radial form. The degree can't be smaller than \(n\), since `emergent_isotropy` would then make the polynomial radial.
